# In a supercritical Coulomb channel, the √r-weighted zero-energy radial functions of a 2D massless Dirac particle repeat, up to sign, under a fixed rescaling of radius

A charged impurity in graphene acts on electrons that behave, at low energy, as massless two-dimensional Dirac particles. Their kinetic energy and the Coulomb potential both scale as 1/r, so at zero energy the radial problem contains no length. If the impurity is strong enough, the solutions in the channels of lowest angular momentum nevertheless oscillate all the way into the charge. How are these oscillations spaced, and what does a radial grid need in order to follow them?

Take the potential V(r) = −ħv g/r, where v is the Fermi velocity and g the dimensionless coupling, and let j be the total angular momentum of the channel (orbital plus sublattice pseudospin) in units of ħ. Let P and Q be the two radial amplitudes of the spinor, each multiplied by √r. With a suitable choice of phases and of which amplitude is called P, and with a prime for d/dr, the zero-energy equations are

r P′ = −j P + g Q
r Q′ = j Q − g P

## The sign-reversal identity

Suppose g > |j|, take P and Q real (the real and imaginary parts of a complex solution satisfy the equations separately), and set η = √(g² − j²). Then for every r > 0

P(r·exp(π/η)) = −P(r)
Q(r·exp(π/η)) = −Q(r)

and P has zeros below every positive radius. If the solution is not identically zero and a is one zero of P, then all its zeros are

r = a·exp(nπ/η), n any integer.

The condition g > |j| says that the Coulomb attraction outweighs the angular term in this channel. For |j| = 1/2, the smallest value in graphene, the threshold is g = 1/2.

## Log grids and inner cutoffs

For a single non-interacting particle at zero energy, the identity gives a radial solver an exact reference. The zeros of P are equally spaced in log r, at distance π/η, so a uniform grid in log r with step h has π/(ηh) steps between neighbouring zeros at every scale. A uniform grid in r fails to resolve all but finitely many of them near the origin. An integrator can be tested by propagating over one factor exp(π/η) and checking that both components return with the opposite sign.

The factor depends strongly on the coupling. For j = 1/2 it is about 38 at g = 1 and about 1.3 × 10⁴ at g = 0.6, so close to threshold a grid running from an inner to an outer radius may contain no complete half-period.

An inner cutoff r₀ with a fixed ratio P(r₀)/Q(r₀) also inherits the periodicity. Moving r₀ inward by exp(π/η) at the same ratio gives the same solution up to normalisation, while intermediate cutoffs in general give different ones. Shrinking r₀ therefore does not, in general, make the solution converge.

## An oscillator in log r

Write D = r d/dr, which is differentiation with respect to log r. Applying D twice to P gives

D²P = −j(−jP + gQ) + g(jQ − gP) = (j² − g²)P = −η²P

and for Q

D²Q = j(jQ − gP) − g(−jP + gQ) = (j² − g²)Q = −η²Q.

Let F be either component, G = DF, and θ = η log(r/a) for a reference radius a > 0. Then DF = G, DG = −η²F and Dθ = η. Consider

A = ηF cos θ − G sin θ
C = ηF sin θ + G cos θ

Their derivatives vanish:

DA = ηG cos θ − η²F sin θ + η²F sin θ − ηG cos θ = 0
DC = ηG sin θ + η²F cos θ − η²F cos θ − ηG sin θ = 0

At r = a we have θ = 0, so A = ηF(a) and C = G(a) at every radius. Since A cos θ + C sin θ = ηF(r), this gives

ηP(r) = ηP(a) cos θ + (−jP(a) + gQ(a)) sin θ
ηQ(r) = ηQ(a) cos θ + (jQ(a) − gP(a)) sin θ

For r = a·exp(π/η) the phase is θ = π, with cos θ = −1 and sin θ = 0. Dividing by η > 0 gives the sign reversal.

To find a zero below a given ε > 0, put x = (ε/2)·exp(−π/η). Then P(ε/2) = −P(x), and P is continuous, so it vanishes somewhere between x and ε/2.

Finally, let P(a) = 0. If Q(a) were also zero, the propagation formulas would make both components vanish everywhere. For a non-trivial solution, then, Q(a) ≠ 0 and

ηP(r) = gQ(a) sin(η log(r/a)).

Since g > 0, this vanishes exactly when η log(r/a) = nπ.

The same argument covers the Schrödinger-type equation u″ + λu/r² = 0 with λ > 1/4. Setting u = √r f gives D²f = −ν²f with ν = √(λ − 1/4), so the zeros of a non-trivial real u form a geometric sequence of ratio exp(π/ν). This case is not stated as a theorem in the Lean file.

## The Lean file

```lean
import Mathlib

open Real

namespace SupercriticalDiracCoulomb

noncomputable section

/-- The zero-energy radial Dirac equations in a Coulomb field of strength `g`, with angular
parameter `j`, for the two radial components `P` and `Q` on `r > 0`. -/
def IsZeroMode (j g : ℝ) (P Q : ℝ → ℝ) : Prop :=
  ∀ r, 0 < r → DifferentiableAt ℝ P r ∧ DifferentiableAt ℝ Q r ∧
    r * deriv P r = -j * P r + g * Q r ∧ r * deriv Q r = j * Q r - g * P r

/-- The logarithmic frequency `η = √(g² - j²)`. -/
def eta (j g : ℝ) : ℝ := √(g ^ 2 - j ^ 2)

variable {j g : ℝ} {P Q : ℝ → ℝ}

/-- Above the critical coupling the logarithmic frequency is positive, and its square is
`g² - j²`. -/
theorem eta_pos_and_sq (h : |j| < g) : 0 < eta j g ∧ eta j g ^ 2 = g ^ 2 - j ^ 2 := by
  have h2 := sq_lt_sq' (abs_lt.mp h).1 (abs_lt.mp h).2
  exact ⟨Real.sqrt_pos.mpr (by linarith), Real.sq_sqrt (by linarith)⟩

/-- The radial equations, solved for the derivatives of the two components. -/
theorem isZeroMode_iff : IsZeroMode j g P Q ↔ ∀ r, 0 < r →
    HasDerivAt P ((-j * P r + g * Q r) / r) r ∧
    HasDerivAt Q ((j * Q r - g * P r) / r) r := by
  constructor
  · intro h r hr
    obtain ⟨dP, dQ, eP, eQ⟩ := h r hr
    exact ⟨dP.hasDerivAt.congr_deriv ((eq_div_iff hr.ne').mpr (by linear_combination eP)),
      dQ.hasDerivAt.congr_deriv ((eq_div_iff hr.ne').mpr (by linear_combination eQ))⟩
  · intro h r hr
    obtain ⟨hP, hQ⟩ := h r hr
    have hr' := hr.ne'
    refine ⟨hP.differentiableAt, hQ.differentiableAt, ?_, ?_⟩
    · rw [hP.deriv]; field_simp
    · rw [hQ.deriv]; field_simp

/-- A quantity with vanishing radial derivative takes the same value at all radii. -/
theorem conserved (K : ℝ → ℝ) (h : ∀ r, 0 < r → HasDerivAt K 0 r) {a r : ℝ}
    (ha : 0 < a) (hr : 0 < r) : K a = K r := by
  have h' : ∀ t, HasDerivAt (fun t => K (Real.exp t)) 0 t := fun t => by
    have := (h (Real.exp t) (Real.exp_pos t)).comp t (Real.hasDerivAt_exp t)
    simpa [Function.comp_def] using this
  have e := is_const_of_deriv_eq_zero (fun t => (h' t).differentiableAt)
    (fun t => (h' t).deriv) (Real.log a) (Real.log r)
  simpa [Real.exp_log ha, Real.exp_log hr] using e

/-- If `r F' = G` and `r G' = -η² F`, then `η F r` is the combination of `η F a` and `G a` with
coefficients the cosine and sine of `η (log r - log a)`. For `η = 0` this reads `0 = 0`. -/
theorem log_oscillator {η : ℝ} {F G : ℝ → ℝ}
    (hF : ∀ r, 0 < r → HasDerivAt F (G r / r) r)
    (hG : ∀ r, 0 < r → HasDerivAt G (-(η ^ 2) * F r / r) r)
    {a r : ℝ} (ha : 0 < a) (hr : 0 < r) :
    η * F r = η * F a * cos (η * (log r - log a)) + G a * sin (η * (log r - log a)) := by
  have hθ : ∀ x, 0 < x → HasDerivAt (fun x => η * (log x - log a)) (η * x⁻¹) x :=
    fun x hx => ((Real.hasDerivAt_log hx.ne').sub_const (log a)).const_mul η
  -- two combinations, rotating against the oscillation, are conserved
  have eA := conserved
    (fun x => η * F x * cos (η * (log x - log a)) - G x * sin (η * (log x - log a)))
    (fun x hx => ((((hF x hx).const_mul η).fun_mul (hθ x hx).cos).fun_sub
      ((hG x hx).fun_mul (hθ x hx).sin)).congr_deriv (by try dsimp only
                                                         ring)) ha hr
  have eC := conserved
    (fun x => η * F x * sin (η * (log x - log a)) + G x * cos (η * (log x - log a)))
    (fun x hx => ((((hF x hx).const_mul η).fun_mul (hθ x hx).sin).fun_add
      ((hG x hx).fun_mul (hθ x hx).cos)).congr_deriv (by try dsimp only
                                                         ring)) ha hr
  simp only [sub_self, mul_zero, cos_zero, sin_zero, mul_one, sub_zero, zero_add] at eA eC
  linear_combination -cos (η * (log r - log a)) * eA - sin (η * (log r - log a)) * eC
    - η * F r * sin_sq_add_cos_sq (η * (log r - log a))

/-- Explicit propagation of a supercritical zero-energy solution from radius `a` to
radius `r`. -/
theorem radial_flow (h : |j| < g) (hs : IsZeroMode j g P Q) {a r : ℝ}
    (ha : 0 < a) (hr : 0 < r) :
    eta j g * P r = eta j g * P a * cos (eta j g * (log r - log a))
      + (-j * P a + g * Q a) * sin (eta j g * (log r - log a)) ∧
    eta j g * Q r = eta j g * Q a * cos (eta j g * (log r - log a))
      + (j * Q a - g * P a) * sin (eta j g * (log r - log a)) := by
  have hd := isZeroMode_iff.mp hs
  have h2 := (eta_pos_and_sq h).2
  constructor
  · exact log_oscillator (G := fun x => -j * P x + g * Q x) (fun x hx => (hd x hx).1)
      (fun x hx => (((hd x hx).1.const_mul (-j)).fun_add
        ((hd x hx).2.const_mul g)).congr_deriv (by rw [h2]; ring)) ha hr
  · exact log_oscillator (G := fun x => j * Q x - g * P x) (fun x hx => (hd x hx).2)
      (fun x hx => (((hd x hx).2.const_mul j).fun_sub
        ((hd x hx).1.const_mul g)).congr_deriv (by rw [h2]; ring)) ha hr

/-- Discrete scale invariance: stretching the radius by `exp (π / η)` reverses the sign of both
components, and `P` has zeros arbitrarily close to the origin. -/
theorem discrete_scale_invariance (h : |j| < g) (hs : IsZeroMode j g P Q) :
    (∀ r, 0 < r → P (r * exp (π / eta j g)) = -P r ∧ Q (r * exp (π / eta j g)) = -Q r) ∧
    ∀ ε, 0 < ε → ∃ r, 0 < r ∧ r < ε ∧ P r = 0 := by
  have hpos := (eta_pos_and_sq h).1
  have hη := hpos.ne'
  have key : ∀ r, 0 < r →
      P (r * exp (π / eta j g)) = -P r ∧ Q (r * exp (π / eta j g)) = -Q r := by
    intro r hr
    -- the phase advances by exactly π
    have hθ : eta j g * (log (r * exp (π / eta j g)) - log r) = π := by
      rw [Real.log_mul hr.ne' (Real.exp_pos _).ne', Real.log_exp, add_sub_cancel_left]
      field_simp
    obtain ⟨h1, h2⟩ := radial_flow h hs hr (mul_pos hr (Real.exp_pos (π / eta j g)))
    rw [hθ, cos_pi, sin_pi] at h1 h2
    exact ⟨mul_left_cancel₀ hη (by linear_combination h1),
      mul_left_cancel₀ hη (by linear_combination h2)⟩
  refine ⟨key, fun ε hε => ?_⟩
  -- P changes sign between x and ε / 2
  obtain ⟨x, hx, hxe⟩ : ∃ x, 0 < x ∧ x * exp (π / eta j g) = ε / 2 :=
    ⟨ε / 2 * exp (-(π / eta j g)), by positivity, by
      rw [mul_assoc, ← Real.exp_add, neg_add_cancel, Real.exp_zero, mul_one]⟩
  have hle : x ≤ ε / 2 := by
    rw [← hxe]
    exact le_mul_of_one_le_right hx.le (Real.one_le_exp (div_pos pi_pos hpos).le)
  have hflip := (key x hx).1
  rw [hxe] at hflip
  have hc : ContinuousOn P (Set.uIcc x (ε / 2)) := by
    rw [Set.uIcc_of_le hle]
    exact fun y hy => (hs y (hx.trans_le hy.1)).1.continuousAt.continuousWithinAt
  have h0 : (0 : ℝ) ∈ Set.uIcc (P x) (P (ε / 2)) := by
    rw [hflip, Set.mem_uIcc]
    rcases le_total (P x) 0 with hp | hp
    · exact Or.inl ⟨hp, by linarith⟩
    · exact Or.inr ⟨by linarith, hp⟩
  obtain ⟨y, hy, hy0⟩ := intermediate_value_uIcc hc h0
  rw [Set.uIcc_of_le hle] at hy
  exact ⟨y, hx.trans_le hy.1, by linarith [hy.2], hy0⟩

/-- For a solution that is non-zero at some radius `b`, the zeros of `P` are exactly the
geometric sequence of ratio `exp (π / η)` through any one zero `a`. -/
theorem zeros_geometric (h : |j| < g) (hs : IsZeroMode j g P Q) {a b r : ℝ}
    (hb : 0 < b) (hne : P b ≠ 0 ∨ Q b ≠ 0) (ha : 0 < a) (hPa : P a = 0) (hr : 0 < r) :
    P r = 0 ↔ ∃ n : ℤ, r = a * exp (n * π / eta j g) := by
  have hη := (eta_pos_and_sq h).1.ne'
  have hg : g ≠ 0 := ((abs_nonneg j).trans_lt h).ne'
  -- both components cannot vanish at a
  have hQa : Q a ≠ 0 := by
    intro hQ
    obtain ⟨h1, h2⟩ := radial_flow h hs ha hb
    rcases hne with hn | hn
    · exact hn (by simpa [hPa, hQ, hη] using h1)
    · exact hn (by simpa [hPa, hQ, hη] using h2)
  have h1 := (radial_flow h hs ha hr).1
  constructor
  · intro h0
    rw [h0, hPa] at h1
    have h3 : g * Q a * sin (eta j g * (log r - log a)) = 0 := by linear_combination -h1
    obtain ⟨n, hn⟩ := Real.sin_eq_zero_iff.mp
      ((mul_eq_zero.mp h3).resolve_left (mul_ne_zero hg hQa))
    have hl : log r = log a + n * π / eta j g := by
      field_simp
      linear_combination -hn
    exact ⟨n, by rw [← Real.exp_log hr, hl, Real.exp_add, Real.exp_log ha]⟩
  · rintro ⟨n, hn⟩
    have hθ : eta j g * (log r - log a) = n * π := by
      rw [hn, Real.log_mul ha.ne' (Real.exp_pos _).ne', Real.log_exp, add_sub_cancel_left]
      field_simp
    rw [hθ, Real.sin_int_mul_pi, hPa] at h1
    have h3 : eta j g * P r = 0 := by linear_combination h1
    exact (mul_eq_zero.mp h3).resolve_left hη

/-- An explicit log-periodic solution above the critical coupling, with `Q` non-zero at
`r = 1`. -/
theorem isZeroMode_witness (h : |j| < g) :
    IsZeroMode j g (fun r => g * sin (eta j g * log r))
      (fun r => eta j g * cos (eta j g * log r) + j * sin (eta j g * log r)) ∧
    eta j g * cos (eta j g * log 1) + j * sin (eta j g * log 1) ≠ 0 := by
  obtain ⟨hpos, h2⟩ := eta_pos_and_sq h
  refine ⟨isZeroMode_iff.mpr fun r hr => ?_, by simp [hpos.ne']⟩
  have hθ := (Real.hasDerivAt_log hr.ne').const_mul (eta j g)
  constructor
  · exact (hθ.sin.const_mul g).congr_deriv (by ring)
  · exact ((hθ.cos.const_mul (eta j g)).fun_add (hθ.sin.const_mul j)).congr_deriv
      (by linear_combination (-(sin (eta j g * log r) / r)) * h2)

/-- For `0 < g ≤ |j|` there is a power-law solution whose component `P` is positive at every
radius. -/
theorem subcritical_no_zeros (hg : 0 < g) (h : g ≤ |j|) :
    IsZeroMode j g (fun r => g * r ^ √(j ^ 2 - g ^ 2))
      (fun r => (j + √(j ^ 2 - g ^ 2)) * r ^ √(j ^ 2 - g ^ 2)) ∧
    ∀ r : ℝ, 0 < r → 0 < g * r ^ √(j ^ 2 - g ^ 2) := by
  have h1 := pow_le_pow_left₀ hg.le h 2
  rw [sq_abs] at h1
  have h2 : √(j ^ 2 - g ^ 2) ^ 2 = j ^ 2 - g ^ 2 := Real.sq_sqrt (by linarith)
  refine ⟨isZeroMode_iff.mpr fun r hr => ?_, fun r hr => mul_pos hg (Real.rpow_pos_of_pos hr _)⟩
  have hd := Real.hasDerivAt_rpow_const (p := √(j ^ 2 - g ^ 2)) (Or.inl hr.ne')
  rw [Real.rpow_sub_one hr.ne'] at hd
  constructor
  · exact (hd.const_mul g).congr_deriv (by ring)
  · exact (hd.const_mul (j + √(j ^ 2 - g ^ 2))).congr_deriv
      (by linear_combination (r ^ √(j ^ 2 - g ^ 2) / r) * h2)

end

end SupercriticalDiracCoulomb
```

```lean
#print axioms SupercriticalDiracCoulomb.radial_flow
-- 'SupercriticalDiracCoulomb.radial_flow' depends on axioms: [propext, Classical.choice, Quot.sound]
#print axioms SupercriticalDiracCoulomb.discrete_scale_invariance
-- 'SupercriticalDiracCoulomb.discrete_scale_invariance' depends on axioms: [propext, Classical.choice, Quot.sound]
#print axioms SupercriticalDiracCoulomb.zeros_geometric
-- 'SupercriticalDiracCoulomb.zeros_geometric' depends on axioms: [propext, Classical.choice, Quot.sound]
#print axioms SupercriticalDiracCoulomb.subcritical_no_zeros
-- 'SupercriticalDiracCoulomb.subcritical_no_zeros' depends on axioms: [propext, Classical.choice, Quot.sound]
```

## What the theorems say, and how they are proved

`IsZeroMode j g P Q` is the physical input. It says that the real functions P and Q are differentiable at every r > 0 and satisfy the two radial equations there. Their values at r ≤ 0 play no role. The parameters `j` and `g` are arbitrary reals, so half-integer j is a special case, and the hypothesis `|j| < g` fixes the attractive sign of the coupling in the convention above. `eta j g` is η.

`discrete_scale_invariance` states the sign reversal for both components and, for every `ε > 0`, a zero of P with 0 < r < ε. `zeros_geometric` assumes a radius `b` where at least one component is non-zero and a radius `a` where P vanishes. It concludes that P vanishes at r exactly when r = a·exp(nπ/η) for some integer n.

The proof follows the derivation:

- `isZeroMode_iff` solves the radial equations for the derivatives.
- `conserved` shows that a quantity with zero radial derivative is constant, by passing to the variable log r, which runs over the whole real line.
- `log_oscillator` applies this to A and C. Its closing `linear_combination` forms A cos θ + C sin θ and uses sin²θ + cos²θ = 1.
- `radial_flow` supplies G for each component and yields the two propagation formulas.
- In `discrete_scale_invariance`, the step `hθ` computes the phase advance π, and `intermediate_value_uIcc` provides the zero.
- `zeros_geometric` first establishes Q(a) ≠ 0, then applies `Real.sin_eq_zero_iff`.

Two further theorems test the hypotheses. `isZeroMode_witness` gives the explicit supercritical solution

P = g sin(η log r)
Q = η cos(η log r) + j sin(η log r)

with Q(1) = η ≠ 0. `subcritical_no_zeros` treats 0 < g ≤ |j|. With s = √(j² − g²), the functions P = g rˢ and Q = (j + s) rˢ solve the equations, and P is positive at every radius. At or below threshold, then, the claim about zeros fails for at least this solution.

## Limits: zero energy, a pure 1/r field, exact arithmetic

The radial equations are the starting point of the file; their derivation from the two-dimensional Dirac Hamiltonian is not formalised. A mass, a non-zero energy, screening of finite range or a finite charge radius each introduces a length and breaks the identity as a statement for all r > 0. A constant dielectric factor introduces no length and only rescales g. Over a limited range of radii where the extra terms are negligible, one expects the log-periodic pattern to survive approximately.

The solutions are not bound states: a non-trivial P² + Q² repeats from one factor exp(π/η) to the next and does not decay at large r. Discrete scale invariance here concerns wavefunctions at a single energy. The geometric series of quasi-bound resonances associated with atomic collapse is a statement about energies and needs a separate analysis, including a boundary condition at short distance.

The theorems concern exact real functions. They fix the values that a numerical solution should approach, but give no bound on discretisation or rounding error.
